# The components of L = q × p close under the Poisson bracket and Poisson-commute with p·p/(2m) + V(q·q) for polynomial V

To compute the orbit of a particle in a central potential, one evaluates L = q × p once, from the initial position q and momentum p. If L is not zero, the motion stays in the plane perpendicular to it, and a single radial equation remains. This reduction needs L to be constant in time, which is established here at the level of Poisson brackets for potentials that are polynomials in q·q.

```lean
import Mathlib

open MvPolynomial (X C pderiv aeval)
open scoped Matrix

namespace AngularMomentumPoisson

noncomputable section
```

## Observables, bracket and angular momentum

An observable is a real polynomial in six variables. The index type `Fin 3 ⊕ Fin 3` has a left copy for position and a right copy for momentum, and components are numbered 0, 1, 2.

```lean
/-- Polynomial observables on the phase space of one particle in three dimensions. -/
abbrev Observable := MvPolynomial (Fin 3 ⊕ Fin 3) ℝ
```

The position components q_i are the left variables.

```lean
/-- The Cartesian components of the position. -/
def q (i : Fin 3) : Observable := X (Sum.inl i)
```

The momentum components p_i are the right ones.

```lean
/-- The Cartesian components of the momentum. -/
def p (i : Fin 3) : Observable := X (Sum.inr i)
```

The bracket has the sign convention {q_i, p_j} = δ_ij, where δ_ij is 1 for i = j and 0 otherwise:

{f, g} = Σ_i (∂f/∂q_i ∂g/∂p_i − ∂f/∂p_i ∂g/∂q_i)

The derivatives `pderiv` are formal derivatives of polynomials.

```lean
/-- The Poisson bracket `{f, g} = ∑ i, (∂f/∂q_i ∂g/∂p_i - ∂f/∂p_i ∂g/∂q_i)`. -/
def poisson (f g : Observable) : Observable :=
  ∑ i : Fin 3, (pderiv (Sum.inl i) f * pderiv (Sum.inr i) g
    - pderiv (Sum.inr i) f * pderiv (Sum.inl i) g)
```

In components, L_0 = q_1 p_2 − q_2 p_1, and the other two follow cyclically.

```lean
/-- The angular momentum `L = q × p`. -/
def L : Fin 3 → Observable := q ⨯₃ p
```

The Levi-Civita symbol ε_ijk is defined by cyclic order, with index addition modulo 3.

```lean
/-- The Levi-Civita symbol: `1` on cyclic triples, `-1` on anticyclic ones, `0` otherwise. -/
def eps (i j k : Fin 3) : ℝ :=
  if j = i + 1 ∧ k = i + 2 then 1 else if j = i + 2 ∧ k = i + 1 then -1 else 0
```

A triple v is called a vector when its brackets with L are those of a vector under infinitesimal rotations:

{L_i, v_j} = Σ_k ε_ijk v_k

```lean
/-- A triple of observables is a vector if `{L_i, v_j} = ∑ k, ε_ijk v_k`. -/
def IsVector (v : Fin 3 → Observable) : Prop :=
  ∀ i j, poisson (L i) (v j) = ∑ k, eps i j k • v k
```

In the Hamiltonian, V takes the squared distance q·q as its argument, not the distance. An isotropic oscillator with force constant κ has V(s) = κs/2; the Coulomb potential is not of this form. The type `ℝˣ` contains the nonzero reals, so m need not be positive.

```lean
/-- The Hamiltonian `p·p/(2m) + V(q·q)` of a particle of nonzero mass `m`, with `V` a real
polynomial. -/
def hamiltonian (m : ℝˣ) (V : Polynomial ℝ) : Observable :=
  (((m⁻¹ : ℝˣ) : ℝ) / 2) • (p ⬝ᵥ p) + Polynomial.aeval (q ⬝ᵥ q) V
```

## Brackets with L

Exchanging f and g exchanges the two products in each term of the bracket, which reverses its sign.

```lean
/-- The Poisson bracket is antisymmetric. -/
theorem poisson_antisymm (f g : Observable) : poisson f g = -poisson g f := by
  simp only [poisson, Fin.sum_univ_three]
  ring
```

Each partial derivative is linear and satisfies ∂(gh) = (∂g)h + g(∂h). Inserting this into the bracket gives linearity in the second argument and

{f, gh} = {f, g}h + g{f, h}

In Lean, the derivation rules expand the derivatives and `ring` collects the terms.

```lean
/-- The Poisson bracket is additive and homogeneous in its second argument, and obeys the
Leibniz rule there. -/
theorem poisson_rules (f g h : Observable) (c : ℝ) :
    poisson f (g + h) = poisson f g + poisson f h ∧
    poisson f (c • g) = c • poisson f g ∧
    poisson f (g * h) = poisson f g * h + g * poisson f h := by
  refine ⟨?_, ?_, ?_⟩
  · simp only [poisson, Fin.sum_univ_three, map_add]
    ring
  · simp only [poisson, Fin.sum_univ_three, Derivation.map_smul]
    simp only [MvPolynomial.smul_eq_C_mul]
    ring
  · simp only [poisson, Fin.sum_univ_three, Derivation.leibniz, smul_eq_mul]
    ring
```

Write L_i = Σ_ab ε_iab q_a p_b. Then

{L_i, q_j} = −∂L_i/∂p_j = −Σ_a ε_iaj q_a = Σ_a ε_ija q_a

{L_i, p_j} = ∂L_i/∂q_j = Σ_b ε_ijb p_b

so q and p are vectors. Lean differentiates in each of the nine cases (i, j).

```lean
/-- Position and momentum are vectors: `{L_i, q_j} = ∑ k, ε_ijk q_k`, and likewise for `p`. -/
theorem isVector_position_momentum : IsVector q ∧ IsVector p := by
  constructor <;> intro i j <;> fin_cases i <;> fin_cases j <;>
    simp [poisson, L, cross_apply, q, p, eps, MvPolynomial.pderiv_X, Pi.single_apply]
```

For L itself, take L_1 = q_2 p_0 − q_0 p_2. The Leibniz rule and the brackets just found give

{L_0, L_1} = {L_0, q_2}p_0 + q_2{L_0, p_0} − {L_0, q_0}p_2 − q_0{L_0, p_2}
= −q_1 p_0 + q_0 p_1 = L_2

Cyclic relabelling and antisymmetry supply the other pairs. Lean again differentiates all nine cases directly. The commutators of the quantum angular momentum operators obey the same relations with an additional factor of ħ times the imaginary unit on the right; the statement here concerns classical polynomial observables of one particle.

```lean
/-- The angular momentum algebra: `{L_i, L_j} = ∑ k, ε_ijk L_k`. -/
theorem angularMomentum_algebra (i j : Fin 3) :
    poisson (L i) (L j) = ∑ k, eps i j k • L k := by
  fin_cases i <;> fin_cases j <;>
    simp [poisson, L, cross_apply, q, p, eps, Fin.sum_univ_three,
      MvPolynomial.pderiv_X, Pi.single_apply] <;> ring
```

## Scalars and conservation

For two vectors v and w,

{L_i, v·w} = Σ_j ({L_i, v_j}w_j + v_j{L_i, w_j})
= Σ_jk ε_ijk (v_k w_j + v_j w_k) = 0

because the parenthesis is symmetric in j and k while ε_ijk is antisymmetric. Lean writes out the sums and checks the cancellation for each i.

```lean
/-- The scalar product of two vector observables Poisson-commutes with every `L_i`. -/
theorem poisson_dotProduct {v w : Fin 3 → Observable} (hv : IsVector v) (hw : IsVector w)
    (i : Fin 3) : poisson (L i) (v ⬝ᵥ w) = 0 := by
  have hv' : ∀ j, poisson (L i) (v j) = ∑ k, eps i j k • v k := hv i
  have hw' : ∀ j, poisson (L i) (w j) = ∑ k, eps i j k • w k := hw i
  have hadd : ∀ g h, poisson (L i) (g + h) = poisson (L i) g + poisson (L i) h :=
    fun g h => (poisson_rules _ g h 0).1
  have hmul : ∀ g h, poisson (L i) (g * h) = poisson (L i) g * h + g * poisson (L i) h :=
    fun g h => (poisson_rules _ g h 0).2.2
  -- Leibniz rule, then the terms cancel in pairs by the antisymmetry of `ε`
  simp only [dotProduct, Fin.sum_univ_three, hadd, hmul, hv', hw']
  fin_cases i <;> simp [eps]
```

Choosing v = w = L gives {L_i, L·L} = 0.

```lean
/-- The squared angular momentum Poisson-commutes with every component: `{L_i, L·L} = 0`. -/
theorem poisson_angularMomentum_sq (i : Fin 3) : poisson (L i) (L ⬝ᵥ L) = 0 :=
  poisson_dotProduct angularMomentum_algebra angularMomentum_algebra i
```

The scalars q·q, q·p and p·p therefore commute with L_i. So do constants, and by linearity and the Leibniz rule so do sums and products. Induction on the polynomial F extends this to every F(q·q, q·p, p·p).

```lean
/-- Every polynomial in the scalars `q·q`, `q·p` and `p·p` Poisson-commutes with every `L_i`. -/
theorem poisson_invariant (F : MvPolynomial (Fin 3) ℝ) (i : Fin 3) :
    poisson (L i) (aeval ![q ⬝ᵥ q, q ⬝ᵥ p, p ⬝ᵥ p] F) = 0 := by
  obtain ⟨hq, hp⟩ := isVector_position_momentum
  have h : ∀ a, poisson (L i) ((![q ⬝ᵥ q, q ⬝ᵥ p, p ⬝ᵥ p] : Fin 3 → Observable) a) = 0 := by
    intro a
    fin_cases a
    · exact poisson_dotProduct hq hq i
    · exact poisson_dotProduct hq hp i
    · exact poisson_dotProduct hp hp i
  -- the observables commuting with `L_i` are closed under sums and products
  induction F using MvPolynomial.induction_on with
  | C a => simp [poisson]
  | add f g hf hg => rw [map_add, (poisson_rules _ _ _ 0).1, hf, hg, add_zero]
  | mul_X f a hf =>
    rw [map_mul, MvPolynomial.aeval_X, (poisson_rules _ _ _ 0).2.2, hf, h a, zero_mul,
      mul_zero, add_zero]
```

The Hamiltonian is the case F(x_0, x_1, x_2) = x_2/(2m) + V(x_0), hence {L_i, H} = 0. For the square,

{H, L_i L_i} = {H, L_i}L_i + L_i{H, L_i} = 0

for each i; summing and using antisymmetry gives {L·L, H} = 0. In the proof, `hH` rewrites H as this F and `hsq` is the displayed line. Passing from a vanishing bracket to a value constant along a trajectory uses Hamilton's equations, df/dt = {f, H}, which are physical input here.

```lean
/-- Conservation of angular momentum: every `L_i`, and `L·L`, Poisson-commutes with
`H = p·p/(2m) + V(q·q)`, for every nonzero mass `m` and every real polynomial `V`. -/
theorem angularMomentum_conserved (m : ℝˣ) (V : Polynomial ℝ) :
    (∀ i, poisson (L i) (hamiltonian m V) = 0) ∧
      poisson (L ⬝ᵥ L) (hamiltonian m V) = 0 := by
  -- the Hamiltonian is a polynomial in the rotational scalars
  have hH : hamiltonian m V = aeval ![q ⬝ᵥ q, q ⬝ᵥ p, p ⬝ᵥ p]
      ((((m⁻¹ : ℝˣ) : ℝ) / 2) • (X 2 : MvPolynomial (Fin 3) ℝ)
        + Polynomial.aeval (X 0 : MvPolynomial (Fin 3) ℝ) V) := by
    rw [map_add, map_smul, ← Polynomial.aeval_algHom_apply]
    simp [hamiltonian]
  have h : ∀ i, poisson (L i) (hamiltonian m V) = 0 := by
    intro i
    rw [hH]
    exact poisson_invariant _ i
  refine ⟨h, ?_⟩
  have h' : ∀ i, poisson (hamiltonian m V) (L i) = 0 := by
    intro i
    rw [poisson_antisymm, h i, neg_zero]
  -- Leibniz rule for `L·L`
  have hsq : ∀ i, poisson (hamiltonian m V) (L i * L i) = 0 := by
    intro i
    rw [(poisson_rules _ _ _ 0).2.2, h' i, zero_mul, mul_zero, add_zero]
  rw [poisson_antisymm]
  simp only [dotProduct, Fin.sum_univ_three]
  rw [(poisson_rules _ _ _ 0).1, (poisson_rules _ _ _ 0).1, hsq, hsq, hsq]
  simp
```

A uniform force along axis 2 breaks the symmetry. With potential q_2, in units where the force has magnitude 1, the kinetic term drops out and

{L_0, H} = {L_0, q_2} = ε_021 q_1 = −q_1

This is component 0 of the torque, and it is a nonzero polynomial.

```lean
/-- In the non-central potential `q_2` the component `L_0` is not conserved: its bracket with
`p·p/(2m) + q_2` is `-q_1`, which is not zero. -/
theorem uniform_field_torque (m : ℝˣ) :
    poisson (L 0) ((((m⁻¹ : ℝˣ) : ℝ) / 2) • (p ⬝ᵥ p) + q 2) = -q 1 ∧ -q 1 ≠ 0 := by
  obtain ⟨hq, hp⟩ := isVector_position_momentum
  constructor
  · rw [(poisson_rules _ _ _ 0).1, (poisson_rules _ _ 0 _).2.1, poisson_dotProduct hp hp,
      hq 0 2]
    simp [eps]
  · exact neg_ne_zero.mpr (MvPolynomial.X_ne_zero _)

end

end AngularMomentumPoisson
```

```lean
#print axioms AngularMomentumPoisson.poisson_angularMomentum_sq
-- 'AngularMomentumPoisson.poisson_angularMomentum_sq' depends on axioms: [propext, Classical.choice, Quot.sound]
#print axioms AngularMomentumPoisson.poisson_invariant
-- 'AngularMomentumPoisson.poisson_invariant' depends on axioms: [propext, Classical.choice, Quot.sound]
#print axioms AngularMomentumPoisson.angularMomentum_conserved
-- 'AngularMomentumPoisson.angularMomentum_conserved' depends on axioms: [propext, Classical.choice, Quot.sound]
#print axioms AngularMomentumPoisson.uniform_field_torque
-- 'AngularMomentumPoisson.uniform_field_torque' depends on axioms: [propext, Classical.choice, Quot.sound]
```
